# Equal potentials on both branches of the time contour give the retarded response

A weak time-dependent potential acts on a system, and we record the observable to which it couples. Its value at a given time can depend on the potential at earlier times only. Suppose, however, that this response came from differentiating an action with respect to the potential on the ordinary time axis. The response kernel would then be a second derivative, symmetric in its two times, whereas a causal kernel vanishes when the potential acts after the observation. Time-dependent density functional theory meets this conflict when it seeks an action principle. A closed time contour, which runs forward in time and then back, reconciles the two properties.

## From contour order to a commutator

Let $a_0,\dots,a_{N-1}$ be elements of a complex algebra, one for each time, and let $\rho$ be a linear functional on it. Physically, $a_k$ is the observable coupled to the potential, in the Heisenberg picture of the unperturbed system, and $\rho$ is the expectation value. A contour point is $p=(b,j)$, with branch $b=\pm$ and time $j$. The contour visits

$$(+,0),\dots,(+,N-1),(-,N-1),\dots,(-,0).$$

The ordered product $T(p,q)$ of the operators at $p$ and $q$ has the later contour point on the left. Put $s_p=\pm1$ on the branches $\pm$. For a potential $u_q$ on the contour, define

$$F_p[u]=\sum_q s_q u_q\,\rho(T(p,q)).$$

A physical potential has $u_{(+,k)}=u_{(-,k)}=v_k$. The claim is that, for either $b$,

$$F_{(b,j)}[v]=R_j,\qquad R_j=\sum_{k<j}v_k\,\rho(a_ja_k-a_ka_j).$$

If the potential enters the Hamiltonian as $+v$ times the observable, then $-i\Delta t/\hbar$ times $R_j$ is the Kubo formula for the first-order change of the expectation value at time $j$, on a grid with time step $\Delta t$. This is the retarded response; the constant factor is left out below.

To prove the claim, fix $(b,j)$ and compare the two positions of $a_k$.

- **$b=+$.** The backward point of $k$ is always later, so its product is $a_ka_j$. The forward point gives $a_ja_k$ for $k\le j$ and $a_ka_j$ for $k>j$.
- **$b=-$.** The forward point of $k$ is always earlier, so its product is $a_ja_k$. The backward point gives $a_ka_j$ for $k<j$ and $a_ja_k$ for $k\ge j$.

In both cases the forward product minus the backward one is $a_ja_k-a_ka_j$ for $k<j$ and zero otherwise. Applying $\rho$, multiplying by $v_k$ and summing proves the claim.

The forward branch alone lacks this cancellation. For $b=+$, adding the backward product $a_ka_j$ back to the difference gives

$$\sum_k v_k\,\rho(T((+,j),(+,k)))=R_j+\sum_k v_k\,\rho(a_ka_j),$$

and the last sum runs over all times.

Two times show the effect. With $N=2$, the contour sum gives $R_0=0$ and $R_1=v_0\,\rho(a_1a_0-a_0a_1)$. The forward branch alone gives $v_0\rho(a_0a_0)+v_1\rho(a_1a_0)$ at time $0$, which contains the later potential $v_1$.

## A quadratic action on the contour

Define $S[u]=\tfrac12\sum_p s_pu_pF_p[u]$. Since $F$ is linear in $u$ and $T(p,q)=T(q,p)$, the two cross terms in $S[u+\varepsilon w]$ are equal, and

$$S[u+\varepsilon w]=S[u]+\varepsilon\sum_p s_pw_pF_p[u]+\varepsilon^2S[w].$$

At a physical potential, $F$ is $R_j$ on both branches. Hence $S[v]=\tfrac12\sum_j(v_jR_j-v_jR_j)=0$, and the first variation is

$$\sum_j(w_{(+,j)}-w_{(-,j)})R_j.$$

A variation equal on both branches therefore gives zero, while varying the forward branch alone extracts the response. The kernel is symmetric on the contour, yet the response at physical potentials is causal.

## The contour and its sums in Lean

The algebra `A` is any complex algebra, commutative or not.

```lean
import Mathlib

open Finset

namespace KeldyshContourCausality

noncomputable section

variable {N : ℕ} {A : Type*} [Ring A] [Algebra ℂ A]
```

Times are elements of `Fin N`, numbered from $0$, and a Boolean labels the branch.

```lean
/-- A point of the closed time contour: a branch (`false` forward, `true` backward)
and a time index. -/
abbrev Point (N : ℕ) := Bool × Fin N
```

The integer position encodes the order of travel: $k$ on the way out, $2N-1-k$ on the way back.

```lean
/-- The place of a point along the contour, which runs up the forward branch and then
down the backward branch. -/
def position : Point N → ℤ
  | (false, k) => ((k : ℕ) : ℤ)
  | (true, k) => 2 * (N : ℤ) - 1 - ((k : ℕ) : ℤ)
```

The sign $s_p$ records the direction of travel.

```lean
/-- The direction of time along the contour: `1` on the forward branch, `-1` on the
backward branch. -/
def branchSign : Point N → ℂ
  | (false, _) => 1
  | (true, _) => -1
```

Distinct contour points have distinct positions, so the `≤` in the next definition decides a tie only when both points coincide and both products are the same.

```lean
/-- The contour-ordered product of two operators: the one later on the contour stands
on the left. -/
def contourOrdered (a : Fin N → A) (p q : Point N) : A :=
  if position q ≤ position p then a p.2 * a q.2 else a q.2 * a p.2
```

The next definitions are the physical potential, $F_p[u]$, $R_j$ and $S[u]$.

```lean
/-- A physical potential takes the same value on both branches. -/
def physical (v : Fin N → ℂ) (q : Point N) : ℂ := v q.2

/-- The weighted contour sum of ordered two-point functions, for a potential `u` on the
contour. -/
def contourField (ρ : A →ₗ[ℂ] ℂ) (a : Fin N → A) (u : Point N → ℂ) (p : Point N) : ℂ :=
  ∑ q : Point N, branchSign q * u q * ρ (contourOrdered a p q)

/-- The retarded response at time `j`: commutators with the operators at earlier times,
weighted by the potential. -/
def retardedResponse (ρ : A →ₗ[ℂ] ℂ) (a : Fin N → A) (v : Fin N → ℂ) (j : Fin N) : ℂ :=
  ∑ k with k < j, v k * ρ (a j * a k - a k * a j)

/-- The quadratic action of a potential on the contour. -/
def contourAction (ρ : A →ₗ[ℂ] ℂ) (a : Fin N → A) (u : Point N → ℂ) : ℂ :=
  1 / 2 * ∑ p : Point N, branchSign p * u p * contourField ρ a u p
```

`retardedResponse` omits the prefactor $-i\Delta t/\hbar$ of the Kubo formula, where $\Delta t$ is the time step. The map `ρ` is only assumed linear, so positivity and normalisation play no role. No Hamiltonian appears either: that the $a_k$ are Heisenberg operators, and that $R_j$ describes a measured response, is physical interpretation.

## Causality of the contour sum

The first lemma treats the case in which the two operators sit on different branches, with $a_j$ on the forward one.

```lean
omit [Algebra ℂ A] in
/-- An operator on the backward branch stands to the left of any operator on the forward
branch. -/
theorem ordered_forward_backward (a : Fin N → A) (j k : Fin N) :
    contourOrdered a (false, j) (true, k) = a k * a j := by
  have hj := j.isLt
  have hk := k.isLt
  have h : ¬ position (true, k) ≤ position (false, j) := by
    simp only [position]
    omega
  exact if_neg h
```

The second is the comparison made by hand. It splits into $k<j$, $k=j$ and $k>j$, and the two unequal cases are then split by branch; `omega` settles each inequality between positions.

```lean
omit [Algebra ℂ A] in
/-- The ordered products with `a k` on the forward and on the backward branch differ by a
commutator if `k` is earlier than `j`, and agree otherwise. -/
theorem branch_difference (a : Fin N → A) (b : Bool) (j k : Fin N) :
    contourOrdered a (b, j) (false, k) - contourOrdered a (b, j) (true, k) =
      if k < j then a j * a k - a k * a j else 0 := by
  have hj := j.isLt
  have hk := k.isLt
  rcases lt_trichotomy k j with h | rfl | h
  · have h' : (k : ℕ) < (j : ℕ) := h
    rw [if_pos h]
    cases b
    · have h1 : position (false, k) ≤ position (false, j) := by
        simp only [position]
        omega
      rw [ordered_forward_backward]
      simp only [contourOrdered, if_pos h1]
    · have h1 : position (false, k) ≤ position (true, j) := by
        simp only [position]
        omega
      have h2 : ¬ position (true, k) ≤ position (true, j) := by
        simp only [position]
        omega
      simp only [contourOrdered, if_pos h1, if_neg h2]
  · simp [contourOrdered]
  · have h' : (j : ℕ) < (k : ℕ) := h
    rw [if_neg (not_lt_of_gt h)]
    cases b
    · have h1 : ¬ position (false, k) ≤ position (false, j) := by
        simp only [position]
        omega
      rw [ordered_forward_backward]
      simp only [contourOrdered, if_neg h1, sub_self]
    · have h1 : position (false, k) ≤ position (true, j) := by
        simp only [position]
        omega
      have h2 : position (true, k) ≤ position (true, j) := by
        simp only [position]
        omega
      simp only [contourOrdered, if_pos h1, if_pos h2, sub_self]
```

The main theorem has `b` arbitrary. Its proof separates the contour sum into branches, pairs the terms with equal $k$, and applies $\rho$ to the branch difference. The final `linear_combination` multiplies that identity by $v_k$.

```lean
/-- For a physical potential the weighted contour sum equals the retarded response,
whichever branch carries the operator `a j`. -/
theorem contour_sum_eq_retarded (ρ : A →ₗ[ℂ] ℂ) (a : Fin N → A) (v : Fin N → ℂ)
    (b : Bool) (j : Fin N) :
    contourField ρ a (physical v) (b, j) = retardedResponse ρ a v j := by
  rw [contourField, retardedResponse, Fintype.sum_prod_type, Fintype.sum_bool,
    ← sum_add_distrib, sum_filter]
  refine sum_congr rfl fun k _ => ?_
  have h := congrArg ρ (branch_difference a b j k)
  rw [map_sub] at h
  simp only [branchSign, physical]
  by_cases hk : k < j
  · rw [if_pos hk] at h ⊢
    linear_combination v k * h
  · rw [if_neg hk, map_zero] at h
    rw [if_neg hk]
    linear_combination v k * h
```

The same difference, with the backward product moved to the other side, gives the forward-branch formula.

```lean
/-- The forward branch alone gives the retarded response plus a sum over all times, later
ones included. -/
theorem forward_sum (ρ : A →ₗ[ℂ] ℂ) (a : Fin N → A) (v : Fin N → ℂ) (j : Fin N) :
    ∑ k, v k * ρ (contourOrdered a (false, j) (false, k)) =
      retardedResponse ρ a v j + ∑ k, v k * ρ (a k * a j) := by
  rw [retardedResponse, sum_filter, ← sum_add_distrib]
  refine sum_congr rfl fun k _ => ?_
  have h := congrArg ρ (branch_difference a false j k)
  rw [map_sub, ordered_forward_backward] at h
  by_cases hk : k < j
  · rw [if_pos hk] at h ⊢
    linear_combination v k * h
  · rw [if_neg hk, map_zero] at h
    rw [if_neg hk]
    linear_combination v k * h
```

## Variation of the contour action

Symmetry of the ordered product follows by comparing positions.

```lean
omit [Algebra ℂ A] in
/-- The contour-ordered product is symmetric in its two contour points. -/
theorem contourOrdered_comm (a : Fin N → A) (p q : Point N) :
    contourOrdered a p q = contourOrdered a q p := by
  unfold contourOrdered
  rcases lt_trichotomy (position p) (position q) with h | h | h
  · rw [if_neg (not_le_of_gt h), if_pos h.le]
  · -- equal positions belong to equal times
    have ht : p.2 = q.2 := by
      obtain ⟨b, j⟩ := p
      obtain ⟨c, k⟩ := q
      have hj := j.isLt
      have hk := k.isLt
      change j = k
      apply Fin.ext
      cases b <;> cases c <;> simp only [position] at h <;> omega
    rw [ht]
    simp only [ite_self]
  · rw [if_pos h.le, if_neg (not_le_of_gt h)]
```

In the next proof, `hsymm` equates the cross terms, `hlin` is the linearity of $F$, and `hexp` is the quadratic expansion above. Differentiating it at $\varepsilon=0$, with $\varepsilon$ complex, leaves the linear coefficient.

```lean
/-- The first variation of the contour action in a direction `w` pairs `w` with the
weighted contour sum. -/
theorem action_variation (ρ : A →ₗ[ℂ] ℂ) (a : Fin N → A) (u w : Point N → ℂ) :
    HasDerivAt (fun ε : ℂ => contourAction ρ a (u + ε • w))
      (∑ p : Point N, branchSign p * w p * contourField ρ a u p) 0 := by
  -- symmetry of the kernel makes the two cross terms equal
  have hsymm : ∑ p : Point N, branchSign p * u p * contourField ρ a w p =
      ∑ p : Point N, branchSign p * w p * contourField ρ a u p := by
    simp only [contourField, mul_sum]
    rw [sum_comm]
    refine sum_congr rfl fun p _ => sum_congr rfl fun q _ => ?_
    rw [contourOrdered_comm a q p]
    ring
  have hlin : ∀ (ε : ℂ) (p : Point N), contourField ρ a (u + ε • w) p =
      contourField ρ a u p + ε * contourField ρ a w p := by
    intro ε p
    simp only [contourField, mul_sum, ← sum_add_distrib]
    refine sum_congr rfl fun q _ => ?_
    simp only [Pi.add_apply, Pi.smul_apply, smul_eq_mul]
    ring
  -- the action is a quadratic polynomial in the size of the variation
  have hexp : ∀ ε : ℂ, contourAction ρ a (u + ε • w) = contourAction ρ a u +
      ε * (∑ p : Point N, branchSign p * w p * contourField ρ a u p) +
      ε ^ 2 * contourAction ρ a w := by
    intro ε
    have key : ∑ p : Point N, branchSign p * (u + ε • w) p *
        (contourField ρ a u p + ε * contourField ρ a w p) =
        ∑ p : Point N, branchSign p * u p * contourField ρ a u p +
        ε * ∑ p : Point N, branchSign p * w p * contourField ρ a u p +
        ε * ∑ p : Point N, branchSign p * u p * contourField ρ a w p +
        ε ^ 2 * ∑ p : Point N, branchSign p * w p * contourField ρ a w p := by
      simp only [mul_sum, ← sum_add_distrib]
      refine sum_congr rfl fun p _ => ?_
      simp only [Pi.add_apply, Pi.smul_apply, smul_eq_mul]
      ring
    simp only [contourAction, hlin]
    rw [key]
    linear_combination (ε / 2) * hsymm
  simp only [hexp]
  have h1 := ((hasDerivAt_id' (0 : ℂ)).mul_const
    (∑ p : Point N, branchSign p * w p * contourField ρ a u p)).congr_deriv (one_mul _)
  have h2 : HasDerivAt (fun ε : ℂ => ε ^ 2 * contourAction ρ a w) 0 0 :=
    ((hasDerivAt_pow 2 (0 : ℂ)).mul_const (contourAction ρ a w)).congr_deriv (by simp)
  exact ((h1.const_add (contourAction ρ a u)).fun_add h2).congr_deriv (add_zero _)
```

The last two theorems insert the main result on each branch: the action cancels, and the variation becomes a branch difference.

```lean
/-- The contour action vanishes at every physical potential. -/
theorem action_physical (ρ : A →ₗ[ℂ] ℂ) (a : Fin N → A) (v : Fin N → ℂ) :
    contourAction ρ a (physical v) = 0 := by
  rw [contourAction, Fintype.sum_prod_type, Fintype.sum_bool, ← sum_add_distrib,
    sum_eq_zero, mul_zero]
  intro k _
  simp only [contour_sum_eq_retarded, branchSign, physical]
  ring

/-- At a physical potential the first variation of the contour action is the difference of
the variation between the branches, paired with the retarded response. -/
theorem action_variation_physical (ρ : A →ₗ[ℂ] ℂ) (a : Fin N → A) (v : Fin N → ℂ)
    (w : Point N → ℂ) :
    HasDerivAt (fun ε : ℂ => contourAction ρ a (physical v + ε • w))
      (∑ j, (w (false, j) - w (true, j)) * retardedResponse ρ a v j) 0 := by
  refine (action_variation ρ a (physical v) w).congr_deriv ?_
  rw [Fintype.sum_prod_type, Fintype.sum_bool, ← sum_add_distrib]
  refine sum_congr rfl fun j _ => ?_
  simp only [contour_sum_eq_retarded, branchSign]
  ring

end

end KeldyshContourCausality
```

```lean
#print axioms KeldyshContourCausality.contour_sum_eq_retarded
#print axioms KeldyshContourCausality.forward_sum
#print axioms KeldyshContourCausality.action_physical
#print axioms KeldyshContourCausality.action_variation_physical
```

```
'KeldyshContourCausality.contour_sum_eq_retarded' depends on axioms: [propext, Classical.choice, Quot.sound]
'KeldyshContourCausality.forward_sum' depends on axioms: [propext, Classical.choice, Quot.sound]
'KeldyshContourCausality.action_physical' depends on axioms: [propext, Classical.choice, Quot.sound]
'KeldyshContourCausality.action_variation_physical' depends on axioms: [propext, Classical.choice, Quot.sound]
```

For time-dependent density functional theory, this exhibits how a contour action can produce a causal response, in a linear-response model with finitely many times and one operator per time. Spatial resolution, the continuum limit and the exchange-correlation action are not treated.
